# The DIIS error matrix vanishes exactly when the occupied orbitals solve the Roothaan equations

An SCF iteration that stops when $FDS - SDF$ reaches zero has tested a condition on the density matrix, and without a link to the orbital equations nothing says that the orbitals it returns satisfy $FC = SC\varepsilon$, or that orbitals which do would pass the test. For fixed Hermitian $F$ and $S$ in a finite basis and orthonormal occupied orbitals the two conditions are equivalent, provided $\varepsilon$ is allowed to be a full square matrix; the form with diagonal $\varepsilon$ is reached after a unitary rotation among the occupied orbitals.

In Lean 4 with Mathlib:

```lean
import Mathlib

open Matrix

namespace OccupiedProjector

noncomputable section

variable {n k m : Type*} [Fintype n] [Fintype k] [Fintype m]

/-- The density matrix `D = C Cᴴ` built from the orbital coefficients `C`. -/
def density (C : Matrix n k ℂ) : Matrix n n ℂ := C * Cᴴ

/-- The Fock matrix in the basis of the occupied orbitals, `Cᴴ F C`. -/
def occFock (F : Matrix n n ℂ) (C : Matrix n k ℂ) : Matrix k k ℂ := Cᴴ * F * C

/-- The DIIS error matrix `F D S - S D F`. -/
def diisError (F S : Matrix n n ℂ) (C : Matrix n k ℂ) : Matrix n n ℂ :=
  F * density C * S - S * density C * F

/-- The residual `F C - S C (Cᴴ F C)` of the Roothaan equations for the occupied orbitals. -/
def roothaanResidual (F S : Matrix n n ℂ) (C : Matrix n k ℂ) : Matrix n k ℂ :=
  F * C - S * C * occFock F C

/-- For orbitals orthonormal in the overlap metric the density matrix obeys `D S D = D`. -/
theorem density_idempotent [DecidableEq k] {S : Matrix n n ℂ} {C : Matrix n k ℂ}
    (hC : Cᴴ * S * C = 1) : density C * S * density C = density C := by
  unfold density
  calc C * Cᴴ * S * (C * Cᴴ) = C * (Cᴴ * S * C) * Cᴴ := by simp only [Matrix.mul_assoc]
    _ = C * Cᴴ := by rw [hC, Matrix.mul_one]

/-- For orthonormal orbitals the DIIS error matrix applied to the coefficients gives the
Roothaan residual. -/
theorem diisError_mul_coeff [DecidableEq k] (F : Matrix n n ℂ) {S : Matrix n n ℂ}
    {C : Matrix n k ℂ} (hC : Cᴴ * S * C = 1) :
    diisError F S C * C = roothaanResidual F S C := by
  unfold diisError roothaanResidual occFock density
  calc (F * (C * Cᴴ) * S - S * (C * Cᴴ) * F) * C
      = F * C * (Cᴴ * S * C) - S * C * (Cᴴ * F * C) := by
        simp only [Matrix.sub_mul, Matrix.mul_assoc]
    _ = F * C - S * C * (Cᴴ * F * C) := by rw [hC, Matrix.mul_one]

/-- For Hermitian `F` and `S` the DIIS error matrix equals `R Cᴴ S - S C Rᴴ`, with `R` the
Roothaan residual. -/
theorem diisError_eq_residual {F S : Matrix n n ℂ} (hF : F.IsHermitian) (hS : S.IsHermitian)
    (C : Matrix n k ℂ) :
    diisError F S C
      = roothaanResidual F S C * Cᴴ * S - S * C * (roothaanResidual F S C)ᴴ := by
  unfold diisError roothaanResidual occFock density
  -- the two terms `S C Cᴴ F C Cᴴ S` cancel
  simp only [conjTranspose_sub, conjTranspose_mul, conjTranspose_conjTranspose, hF.eq, hS.eq,
    Matrix.sub_mul, Matrix.mul_sub, Matrix.mul_assoc]
  abel

/-- For Hermitian `F`, `S` and orthonormal orbitals, `F D S = S D F` holds exactly when
`F C = S C (Cᴴ F C)`. -/
theorem commute_iff_roothaan [DecidableEq k] {F S : Matrix n n ℂ} {C : Matrix n k ℂ}
    (hF : F.IsHermitian) (hS : S.IsHermitian) (hC : Cᴴ * S * C = 1) :
    F * density C * S = S * density C * F ↔ F * C = S * C * occFock F C := by
  constructor
  · -- the residual is the error matrix times `C`
    intro h
    have h0 : diisError F S C = 0 := sub_eq_zero.mpr h
    have h1 := diisError_mul_coeff F hC
    rw [h0, Matrix.zero_mul] at h1
    exact sub_eq_zero.mp h1.symm
  · -- the error matrix is built from the residual and its adjoint
    intro h
    have h0 : roothaanResidual F S C = 0 := sub_eq_zero.mpr h
    have h1 : diisError F S C = 0 := by
      rw [diisError_eq_residual hF hS C, h0]
      simp
    exact sub_eq_zero.mp h1

/-- For orthonormal orbitals any matrix `E` with `F C = S C E` equals `Cᴴ F C`. -/
theorem multiplier_eq_occFock [DecidableEq k] {F S : Matrix n n ℂ} {C : Matrix n k ℂ}
    {E : Matrix k k ℂ} (hC : Cᴴ * S * C = 1) (h : F * C = S * C * E) : E = occFock F C := by
  unfold occFock
  calc E = (Cᴴ * S * C) * E := by rw [hC, Matrix.one_mul]
    _ = Cᴴ * (S * C * E) := by simp only [Matrix.mul_assoc]
    _ = Cᴴ * (F * C) := by rw [h]
    _ = Cᴴ * F * C := by simp only [Matrix.mul_assoc]

/-- For Hermitian `F`, `S` and orthonormal orbitals, `F D S = S D F` holds exactly when
`F C = S C E` for some square matrix `E`. -/
theorem commute_iff_exists_multiplier [DecidableEq k] {F S : Matrix n n ℂ} {C : Matrix n k ℂ}
    (hF : F.IsHermitian) (hS : S.IsHermitian) (hC : Cᴴ * S * C = 1) :
    F * density C * S = S * density C * F ↔ ∃ E : Matrix k k ℂ, F * C = S * C * E := by
  rw [commute_iff_roothaan hF hS hC]
  constructor
  · intro h
    exact ⟨_, h⟩
  · rintro ⟨E, h⟩
    rw [← multiplier_eq_occFock hC h]
    exact h

/-- For Hermitian `F`, `S`, orthonormal occupied orbitals `C`, and virtual orbitals `V` with
`Vᴴ S C = 0` and `S (C Cᴴ + V Vᴴ) = 1`,
`F D S = S D F` holds exactly when the virtual-occupied Fock block `Vᴴ F C` vanishes. -/
theorem commute_iff_virt_occ_block [DecidableEq n] [DecidableEq k] {F S : Matrix n n ℂ}
    {C : Matrix n k ℂ} {V : Matrix n m ℂ} (hF : F.IsHermitian) (hS : S.IsHermitian)
    (hC : Cᴴ * S * C = 1) (hVC : Vᴴ * S * C = 0) (hcomp : S * (density C + density V) = 1) :
    F * density C * S = S * density C * F ↔ Vᴴ * F * C = 0 := by
  rw [commute_iff_roothaan hF hS hC]
  constructor
  · intro h
    calc Vᴴ * F * C = Vᴴ * (F * C) := by simp only [Matrix.mul_assoc]
      _ = Vᴴ * (S * C * occFock F C) := by rw [h]
      _ = (Vᴴ * S * C) * occFock F C := by simp only [Matrix.mul_assoc]
      _ = 0 := by rw [hVC, Matrix.zero_mul]
  · -- insert the resolution of the identity in front of `F C`
    intro h
    calc F * C = S * (density C + density V) * (F * C) := by rw [hcomp, Matrix.one_mul]
      _ = S * C * occFock F C + S * V * (Vᴴ * F * C) := by
        simp only [density, occFock, Matrix.mul_add, Matrix.add_mul, Matrix.mul_assoc]
      _ = S * C * occFock F C := by rw [h, Matrix.mul_zero, add_zero]

/-- A unitary rotation among orthonormal occupied orbitals keeps the density matrix and keeps
the orbitals orthonormal. -/
theorem rotate_occupied [DecidableEq k] {S : Matrix n n ℂ} {C : Matrix n k ℂ}
    {U : Matrix k k ℂ} (hU : U ∈ unitaryGroup k ℂ) (hC : Cᴴ * S * C = 1) :
    density (C * U) = density C ∧ (C * U)ᴴ * S * (C * U) = 1 := by
  have h1 : U * Uᴴ = 1 := Matrix.mem_unitaryGroup_iff.mp hU
  have h2 : Uᴴ * U = 1 := mul_eq_one_comm.mp h1
  constructor
  · unfold density
    calc C * U * (C * U)ᴴ = C * (U * Uᴴ) * Cᴴ := by
          simp only [conjTranspose_mul, Matrix.mul_assoc]
      _ = C * Cᴴ := by rw [h1, Matrix.mul_one]
  · calc (C * U)ᴴ * S * (C * U) = Uᴴ * (Cᴴ * S * C) * U := by
          simp only [conjTranspose_mul, Matrix.mul_assoc]
      _ = 1 := by rw [hC, Matrix.mul_one, h2]

/-- A Hermitian matrix `A` has a unitary `U` and real numbers `d` with `A U = U diag(d)`. -/
theorem exists_unitary_diagonal [DecidableEq k] {A : Matrix k k ℂ} (hA : A.IsHermitian) :
    ∃ U ∈ unitaryGroup k ℂ, ∃ d : k → ℝ, A * U = U * diagonal (fun i => ((d i : ℝ) : ℂ)) := by
  obtain ⟨U, hU, d, h⟩ : ∃ U ∈ unitaryGroup k ℂ, ∃ d : k → ℝ,
      A = U * diagonal (fun i => ((d i : ℝ) : ℂ)) * star U := by
    refine ⟨(hA.eigenvectorUnitary : Matrix k k ℂ), hA.eigenvectorUnitary.2,
      hA.eigenvalues, ?_⟩
    exact hA.spectral_theorem
  have h1 : U * star U = 1 := Matrix.mem_unitaryGroup_iff.mp hU
  have h2 : star U * U = 1 := mul_eq_one_comm.mp h1
  refine ⟨U, hU, d, ?_⟩
  rw [h, mul_assoc, h2, mul_one]

/-- For Hermitian `F`, `S` and orthonormal orbitals, `F D S = S D F` holds exactly when some
unitary rotation `C U` solves `F (C U) = S (C U) diag(ε)` with real `ε`. -/
theorem commute_iff_canonical [DecidableEq k] {F S : Matrix n n ℂ} {C : Matrix n k ℂ}
    (hF : F.IsHermitian) (hS : S.IsHermitian) (hC : Cᴴ * S * C = 1) :
    F * density C * S = S * density C * F ↔
      ∃ U ∈ unitaryGroup k ℂ, ∃ ε : k → ℝ,
        F * (C * U) = S * (C * U) * diagonal (fun i => ((ε i : ℝ) : ℂ)) := by
  constructor
  · intro h
    rw [commute_iff_roothaan hF hS hC] at h
    -- diagonalise the Hermitian occupied Fock block
    have hH : (occFock F C).IsHermitian := by
      show (Cᴴ * F * C)ᴴ = Cᴴ * F * C
      simp only [conjTranspose_mul, conjTranspose_conjTranspose, hF.eq, Matrix.mul_assoc]
    obtain ⟨U, hU, ε, hd⟩ := exists_unitary_diagonal hH
    refine ⟨U, hU, ε, ?_⟩
    calc F * (C * U) = F * C * U := by simp only [Matrix.mul_assoc]
      _ = S * C * occFock F C * U := by rw [h]
      _ = S * C * (occFock F C * U) := by simp only [Matrix.mul_assoc]
      _ = S * C * (U * diagonal (fun i => ((ε i : ℝ) : ℂ))) := by rw [hd]
      _ = S * (C * U) * diagonal (fun i => ((ε i : ℝ) : ℂ)) := by
        simp only [Matrix.mul_assoc]
  · -- rotate back: the multiplier matrix is `U diag(ε) Uᴴ`
    rintro ⟨U, hU, ε, h⟩
    have h1 : U * Uᴴ = 1 := Matrix.mem_unitaryGroup_iff.mp hU
    rw [commute_iff_exists_multiplier hF hS hC]
    refine ⟨U * diagonal (fun i => ((ε i : ℝ) : ℂ)) * Uᴴ, ?_⟩
    calc F * C = F * C * (U * Uᴴ) := by rw [h1, Matrix.mul_one]
      _ = F * (C * U) * Uᴴ := by simp only [Matrix.mul_assoc]
      _ = S * (C * U) * diagonal (fun i => ((ε i : ℝ) : ℂ)) * Uᴴ := by rw [h]
      _ = S * C * (U * diagonal (fun i => ((ε i : ℝ) : ℂ)) * Uᴴ) := by
        simp only [Matrix.mul_assoc]

/-- Overlap matrix of two normalised basis functions with overlap `3/5`. -/
def exS : Matrix (Fin 2) (Fin 2) ℂ := !![1, 3 / 5; 3 / 5, 1]

/-- One occupied orbital, the first basis function. -/
def exC : Matrix (Fin 2) (Fin 1) ℂ := !![1; 0]

/-- One virtual orbital with coefficients `-3/4` and `5/4`. -/
def exV : Matrix (Fin 2) (Fin 1) ℂ := !![-3 / 4; 5 / 4]

/-- A two-by-two Fock matrix with off-diagonal element `-3`. -/
def exF : Matrix (Fin 2) (Fin 2) ℂ := !![-5, -3; -3, 1]

/-- A diagonal two-by-two Fock matrix. -/
def exF' : Matrix (Fin 2) (Fin 2) ℂ := !![-5, 0; 0, 1]

/-- The two-function example meets the hermiticity, orthonormality and completeness relations;
its DIIS error vanishes for `exF` and is the displayed matrix for `exF'`. -/
theorem commute_iff_roothaan_witness :
    exF.IsHermitian ∧ exF'.IsHermitian ∧ exS.IsHermitian ∧ exCᴴ * exS * exC = 1 ∧
      exVᴴ * exS * exC = 0 ∧ exS * (density exC + density exV) = 1 ∧
      diisError exF exS exC = 0 ∧ diisError exF' exS exC = !![0, -3; 3, 0] := by
  have hC : exCᴴ = !![1, 0] := by
    ext i j
    fin_cases i <;> fin_cases j <;> simp [exC]
  have hV : exVᴴ = !![-3 / 4, 5 / 4] := by
    ext i j
    fin_cases i <;> fin_cases j <;> simp [exV]
  have hD : density exC = !![1, 0; 0, 0] := by
    unfold density
    rw [hC]
    ext i j
    fin_cases i <;> fin_cases j <;> simp [exC, Matrix.mul_apply]
  have hDV : density exV = !![9 / 16, -15 / 16; -15 / 16, 25 / 16] := by
    unfold density
    rw [hV]
    ext i j
    fin_cases i <;> fin_cases j <;> simp [exV, Matrix.mul_apply] <;>
      norm_num
  refine ⟨?_, ?_, ?_, ?_, ?_, ?_, ?_, ?_⟩
  · show exFᴴ = exF
    ext i j
    fin_cases i <;> fin_cases j <;> simp [exF]
  · show exF'ᴴ = exF'
    ext i j
    fin_cases i <;> fin_cases j <;> simp [exF']
  · show exSᴴ = exS
    ext i j
    fin_cases i <;> fin_cases j <;> simp [exS]
  · rw [hC]
    ext i j
    fin_cases i <;> fin_cases j <;> simp [exS, exC, Matrix.mul_apply, Fin.sum_univ_succ]
  · rw [hV]
    ext i j
    fin_cases i <;> fin_cases j <;> simp [exS, exC, Matrix.mul_apply, Fin.sum_univ_succ] <;>
      norm_num
  · rw [hD, hDV]
    ext i j
    fin_cases i <;> fin_cases j <;> simp [exS, Matrix.mul_apply, Fin.sum_univ_succ] <;>
      norm_num
  · unfold diisError
    rw [hD]
    ext i j
    fin_cases i <;> fin_cases j <;> simp [exS, exF, Matrix.mul_apply, Fin.sum_univ_succ] <;>
      norm_num
  · unfold diisError
    rw [hD]
    ext i j
    fin_cases i <;> fin_cases j <;> simp [exS, exF', Matrix.mul_apply, Fin.sum_univ_succ] <;>
      norm_num

end

end OccupiedProjector
```

```lean
#print axioms OccupiedProjector.diisError_mul_coeff
-- 'OccupiedProjector.diisError_mul_coeff' depends on axioms: [propext, Classical.choice, Quot.sound]
#print axioms OccupiedProjector.commute_iff_virt_occ_block
-- 'OccupiedProjector.commute_iff_virt_occ_block' depends on axioms: [propext, Classical.choice, Quot.sound]
#print axioms OccupiedProjector.rotate_occupied
-- 'OccupiedProjector.rotate_occupied' depends on axioms: [propext, Classical.choice, Quot.sound]
#print axioms OccupiedProjector.commute_iff_canonical
-- 'OccupiedProjector.commute_iff_canonical' depends on axioms: [propext, Classical.choice, Quot.sound]
```

The Roothaan equations in full have $F$ depend on $D$ and determine all $n$ orbitals; here $F$ is a given matrix, the equations concern the $k$ occupied columns only, and the multiplier matrix is not required to be diagonal except in `commute_iff_canonical`.

## What the statements say

`F` and `S` are complex $n\times n$ matrices, the Fock and overlap matrices in a basis labelled by `n`. The columns of `C` hold the coefficients of the $k$ occupied orbitals, and `ᴴ` is the adjoint $\dagger$. The definitions fix $D = CC^\dagger$ (`density`, occupation one per orbital, without the closed-shell factor 2), $\varepsilon = C^\dagger FC$ (`occFock`), $e = FDS - SDF$ (`diisError`) and $R = FC - SC\varepsilon$ (`roothaanResidual`).

Under `hF`, `hS` (hermiticity) and `hC` ($C^\dagger SC = 1$, orthonormality in the overlap metric), $FDS = SDF$ is proved equivalent to each of four conditions:

- $FC = SC\,(C^\dagger FC)$, in `commute_iff_roothaan`;
- $FC = SCE$ for some $k\times k$ matrix $E$, in `commute_iff_exists_multiplier`;
- $V^\dagger FC = 0$, in `commute_iff_virt_occ_block`, for virtual orbitals $V$ with $V^\dagger SC = 0$ and $S(CC^\dagger + VV^\dagger) = 1$, both assumed;
- $F(CU) = S(CU)\,\mathrm{diag}(\epsilon_i)$ for some unitary $U$ and real $\epsilon_i$, in `commute_iff_canonical`.

The main equivalence does not ask $S$ to be positive definite or invertible.

## The physics

`density_idempotent` gives $DSD = D$; multiplying by $S$ on the right, $(DS)^2 = DS$, so $DS$ projects coefficient vectors onto the occupied space. The error $e$ depends on the orbitals only through $D$, and `rotate_occupied` shows that $C \to CU$ keeps $D$ and orthonormality. A zero error therefore cannot single out canonical orbitals: it says that some rotation of the given ones is canonical.

In closed-shell Hartree–Fock or Kohn–Sham calculations in a finite basis, inserting $F = F[D]$ turns exact vanishing of $e$ into the stationarity condition on the occupied space; that reading is a remark, since the file defines neither an energy nor the map $D \mapsto F[D]$. Also unproved are convergence of DIIS extrapolation, bounds for a small nonzero error, and any claim that the $\epsilon_i$ are the lowest orbital energies.

Two hypotheses of `commute_iff_roothaan` are seen to be needed by hand. With $n = k = 1$, $F = S = 1$ and $C = 2$, orthonormality fails, $FDS = SDF = 4$, yet $FC = 2$ and $SC\varepsilon = 8$ with $\varepsilon = C^\dagger FC = 4$; the equation $FC = SCE$ is still solved, by $E = 1$. With $S = 1$, $C = (1,0)^T$ and the non-Hermitian $F$ whose only nonzero entry is $F_{12} = 1$, $R = 0$ and $FD = 0$ but $DF = F \ne 0$.

## Why it is true

Orthonormality alone gives
$$eC = FC\,(C^\dagger SC) - SC\,(C^\dagger FC) = FC - SC\varepsilon = R,$$
which is the two-step `calc` of `diisError_mul_coeff`: regroup, then rewrite with `hC`. Hence $e = 0$ implies $R = 0$.

Hermiticity alone gives $\varepsilon^\dagger = \varepsilon$ and $R^\dagger = C^\dagger F - \varepsilon C^\dagger S$, so
$$RC^\dagger S - SCR^\dagger = (FDS - SC\varepsilon C^\dagger S) - (SDF - SC\varepsilon C^\dagger S) = e.$$
In `diisError_eq_residual` the `simp only` call takes the adjoints with `hF.eq` and `hS.eq` and expands, and `abel` cancels the common term. Hence $R = 0$ implies $e = 0$. The two branches of `commute_iff_roothaan` set $e = 0$ in the first identity and $R = 0$ in the second.

If $FC = SCE$, then $E = (C^\dagger SC)E = C^\dagger(SCE) = C^\dagger FC$. This chain is `multiplier_eq_occFock`, and substituting it reduces the existence statement to the main one.

For the virtual block, $R = 0$ gives $V^\dagger FC = (V^\dagger SC)\varepsilon = 0$, which uses `hVC`. Conversely `hcomp` inserts the identity in front of $FC$:
$$FC = S(CC^\dagger + VV^\dagger)FC = SC\varepsilon + SV\,(V^\dagger FC) = SC\varepsilon.$$

For the canonical form, `hH` establishes that $\varepsilon$ is Hermitian. `exists_unitary_diagonal` takes $A = U\,\mathrm{diag}(d)\,U^\dagger$ from `hA.spectral_theorem` and multiplies by $U$ on the right to get $AU = U\,\mathrm{diag}(d)$. Applied to $\varepsilon$, this gives $F(CU) = SC\varepsilon U = S(CU)\,\mathrm{diag}(\epsilon_i)$. In the other direction, multiplying the canonical equations by $U^\dagger$ gives $FC = SCE$ with $E = U\,\mathrm{diag}(\epsilon_i)\,U^\dagger$, and `commute_iff_exists_multiplier` concludes.

## A two-function example

`commute_iff_roothaan_witness` takes two normalised basis functions with overlap $3/5$, $C = (1,0)^T$ and $V = (-3/4, 5/4)^T$, and checks hermiticity, $C^\dagger SC = 1$, $V^\dagger SC = 0$ and completeness entry by entry. For `exF` one has $FC = (-5,-3)^T = -5\,SC$, and the error is proved zero. For the diagonal `exF'` the error is proved to be `!![0, -3; 3, 0]`; its first column $(0,3)^T$ is the residual $(-5,0)^T + 5\,(1, 3/5)^T$. A Fock matrix diagonal in a non-orthogonal basis thus need not have the basis functions as its orbitals.
